# Under a negative semidefinite polarizability, a diverging uniform Coulomb term leaves the screened interaction bounded exactly when charge conservation is violated

Suppose that the polarizability matrix of an insulator is negative semidefinite but has lost charge conservation, perhaps because the occupied and empty orbitals used to build it are not exactly orthogonal. A uniform potential then induces a net charge, as it does in a metal connected to a reservoir. If a $GW$ calculation uses this matrix as it stands, the long-wavelength part of the screened interaction comes out finite where it should diverge. However small the violation is, it dominates once the Coulomb term is large enough. The problems below establish this for a static polarizability on a finite set of sites, held fixed while a uniform term of growing strength is added to a positive definite interaction. In a crystal the polarizability also depends on the wavevector, and that dependence determines the macroscopic dielectric constant; the model leaves it out.

## Sites, interaction and response

The finite type `n` labels sites or grid points. A vector `n → ℝ` is a potential or a charge distribution, and the all-ones vector $\mathbf 1$ is a uniform potential. The real matrices $v$ and $P$ are the bare interaction and the polarizability, and $I$ is the identity matrix. Lean writes `1` for both $I$ and $\mathbf 1$.

```lean
import Mathlib

open Matrix Filter

namespace GWLongWavelength

noncomputable section

variable {n : Type*} [Fintype n] [DecidableEq n] {v P : Matrix n n ℝ} {c : ℝ}
```

The matrix $J=\mathbf 1\mathbf 1^T$ couples all pairs of sites equally. The number $c$ is its strength and stands for the Coulomb term that diverges at long wavelength.

```lean
/-- The all-ones matrix `J`: an interaction that is the same between all sites. -/
def uniform : Matrix n n ℝ := Matrix.of fun _ _ => 1

/-- The bare interaction `v + c J`, with a long-wavelength term of strength `c`. -/
def coulomb (v : Matrix n n ℝ) (c : ℝ) : Matrix n n ℝ := v + c • uniform
```

The random-phase approximation gives the dielectric matrix $I-vP$ and the screened interaction $W=(I-vP)^{-1}v$. Write $W(c)$ for the same expression with $v+cJ$ in place of $v$, so that $W=W(0)$.

```lean
/-- The dielectric matrix `1 - v P` of the random-phase approximation. -/
def dielectric (v P : Matrix n n ℝ) : Matrix n n ℝ := 1 - v * P

/-- The screened interaction `W = (1 - v P)⁻¹ v`, for an invertible dielectric matrix. -/
def screened (v P : Matrix n n ℝ) : Matrix n n ℝ := (dielectric v P)⁻¹ * v
```

Two quantities describe the response to a uniform external potential at $c=0$: the total potential $a=(I-vP)^{-1}\mathbf 1$, and minus the total induced charge, $s=-\mathbf 1^TPa$.

```lean
/-- The total potential `a = (1 - v P)⁻¹ 1` that results from a uniform external potential,
for an invertible dielectric matrix. -/
def macroField (v P : Matrix n n ℝ) : n → ℝ := (dielectric v P)⁻¹ *ᵥ 1

/-- Minus the total charge induced by a uniform external potential, `s = -⟨1, P a⟩`,
for an invertible dielectric matrix. -/
def macroResponse (v P : Matrix n n ℝ) : ℝ := -(1 ⬝ᵥ P *ᵥ macroField v P)
```

Boundedness is stated entry by entry: each $W(c)_{ij}$ has a bound that holds for all sufficiently large $c$. As there are finitely many entries, the largest of these bounds serves for all of them.

```lean
/-- Every entry of the screened interaction built from `v + c J` stays bounded as `c` tends
to infinity. -/
def StaysBounded (v P : Matrix n n ℝ) : Prop :=
  ∀ i j, ∃ B : ℝ, ∀ᶠ c in atTop, |screened (coulomb v c) P i j| ≤ B
```

Throughout, `v.PosDef` says that $v$ is symmetric and positive definite, so every nonzero charge distribution has positive interaction energy. The hypothesis `(-P).PosSemidef` says that $P$ is symmetric and negative semidefinite: the static charge $Px$ induced by a potential $x$ has an interaction energy $x^TPx\le 0$ with that potential. By symmetry $P\mathbf 1=0$ is the same as $\mathbf 1^TP=0$, which says that no potential induces a net charge. This is charge conservation.

## (a) Energy of a charge distribution with the uniform term

**Task.** Let $v$ be positive definite and $c\ge 0$. Show that for every $x\neq 0$
$$x^T(v+cJ)x>0 .$$

**Solution.** Since $x^TJx=\left(\sum_i x_i\right)^2$,
$$x^T(v+cJ)x=x^Tvx+c\Big(\sum_i x_i\Big)^2 .$$
The first term is positive and the second is nonnegative. The matrix is also symmetric, because $v$ and $J$ are.

In the proof `h1` is the first term and `h2` the identity for $J$; `positivity` combines the signs.

```lean
omit [DecidableEq n] in
/-- Adding a uniform term with `c ≥ 0` to a positive definite interaction keeps it positive
definite. -/
theorem coulomb_posDef (hv : v.PosDef) (hc : 0 ≤ c) : (coulomb v c).PosDef := by
  rw [Matrix.posDef_iff_dotProduct_mulVec]
  constructor
  · ext i j
    have h := hv.isHermitian.apply i j
    simpa [coulomb, uniform] using h
  · intro x hx
    have h1 := hv.dotProduct_mulVec_pos hx
    -- the uniform term only sees the total charge
    have h2 : x ⬝ᵥ (uniform *ᵥ x) = (∑ i, x i) ^ 2 := by
      simp [uniform, Matrix.mulVec, dotProduct, sq, Finset.sum_mul]
    rw [star_trivial] at h1 ⊢
    rw [coulomb, Matrix.add_mulVec, Matrix.smul_mulVec, dotProduct_add, dotProduct_smul, h2,
      smul_eq_mul]
    positivity
```

## (b) No self-sustained potential

**Task.** Let $v$ be positive definite and $P$ negative semidefinite. Show that
$$\det(I-vP)\neq 0 .$$

**Solution.** If the determinant vanished, some $x\ne0$ would satisfy $x=vPx$. Put $y=Px$, so $x=vy$. If $y=0$, then $x=0$, a contradiction. If $y\neq0$, then $y^Tvy>0$, whereas
$$y^Tvy=y^Tx=x^TPx\le 0,$$
again a contradiction.

Lean expresses the result as `IsUnit` of the determinant. The equation $vPx=x$ is `e`, and `by_cases` separates the two cases.

```lean
/-- For a positive definite interaction and a negative semidefinite polarizability the
dielectric matrix is invertible. -/
theorem dielectric_isUnit (hv : v.PosDef) (hP : (-P).PosSemidef) :
    IsUnit (dielectric v P).det := by
  rw [isUnit_iff_ne_zero]
  intro h
  obtain ⟨x, hx, hx0⟩ := Matrix.exists_mulVec_eq_zero_iff.mpr h
  rw [dielectric, Matrix.sub_mulVec, Matrix.one_mulVec, ← Matrix.mulVec_mulVec] at hx0
  have e : v *ᵥ (P *ᵥ x) = x := (sub_eq_zero.mp hx0).symm
  by_cases hy : P *ᵥ x = 0
  · rw [hy, Matrix.mulVec_zero] at e
    exact hx e.symm
  · -- a self-sustained potential would have positive and nonpositive energy
    have h1 := hv.dotProduct_mulVec_pos hy
    have h2 := hP.dotProduct_mulVec_nonneg x
    rw [star_trivial, e, dotProduct_comm] at h1
    rw [star_trivial, Matrix.neg_mulVec, dotProduct_neg] at h2
    linarith
```

## (c) A uniform potential under charge conservation

**Task.** Under the hypotheses of (b), let $P\mathbf 1=0$. Show that
$$a=\mathbf 1 .$$

**Solution.** We have $(I-vP)\mathbf 1=\mathbf 1-v(P\mathbf 1)=\mathbf 1$. By (b) the dielectric matrix can be inverted, which gives $\mathbf 1=(I-vP)^{-1}\mathbf 1=a$.

The first equation is `h1`, and the `calc` block applies the inverse.

```lean
/-- For positive definite `v` and negative semidefinite `P` with `P 1 = 0`, a uniform
potential is not screened. -/
theorem macroField_of_conserving (hv : v.PosDef) (hP : (-P).PosSemidef)
    (h : P *ᵥ (1 : n → ℝ) = 0) : macroField v P = 1 := by
  have h1 : dielectric v P *ᵥ (1 : n → ℝ) = 1 := by
    rw [dielectric, Matrix.sub_mulVec, Matrix.one_mulVec, ← Matrix.mulVec_mulVec, h,
      Matrix.mulVec_zero, sub_zero]
  calc macroField v P = (dielectric v P)⁻¹ *ᵥ (dielectric v P *ᵥ 1) := by rw [h1, macroField]
    _ = 1 := by
      rw [Matrix.mulVec_mulVec, Matrix.nonsing_inv_mul _ (dielectric_isUnit hv hP),
        Matrix.one_mulVec]
```

## (d) The sign of the charge response

**Task.** Under the hypotheses of (b), show that
$$s\ge 0,\qquad s=0\iff P\mathbf 1=0 .$$

**Solution.** The definition of $a$ gives $\mathbf 1=a-vPa$. Inserting this into $s$ yields
$$s=-(a-vPa)^TPa=-a^TPa+(Pa)^Tv(Pa).$$
Both terms are nonnegative, so $s\ge0$. If $s=0$, both vanish, and positive definiteness of $v$ forces $Pa=0$. Then $\mathbf 1=a-vPa=a$, so $P\mathbf 1=Pa=0$. Conversely, if $P\mathbf 1=0$, then $a=\mathbf 1$ by (c) and $s=-\mathbf 1^TP\mathbf 1=0$.

Here `ha` is the equation for $\mathbf 1$ and `hs` the decomposition of $s$. The two implications follow in the order used above.

```lean
/-- For positive definite `v` and negative semidefinite `P`, the response `s` to a uniform
potential is nonnegative, and it vanishes exactly when `P 1 = 0`. -/
theorem macroResponse_nonneg (hv : v.PosDef) (hP : (-P).PosSemidef) :
    0 ≤ macroResponse v P ∧ (macroResponse v P = 0 ↔ P *ᵥ (1 : n → ℝ) = 0) := by
  have ha : dielectric v P *ᵥ macroField v P = 1 := by
    rw [macroField, Matrix.mulVec_mulVec, Matrix.mul_nonsing_inv _ (dielectric_isUnit hv hP),
      Matrix.one_mulVec]
  rw [dielectric, Matrix.sub_mulVec, Matrix.one_mulVec, ← Matrix.mulVec_mulVec] at ha
  -- `s` is a sum of two nonnegative energies
  have hs : macroResponse v P = -(macroField v P ⬝ᵥ P *ᵥ macroField v P)
      + (P *ᵥ macroField v P) ⬝ᵥ v *ᵥ (P *ᵥ macroField v P) := by
    rw [macroResponse, ← ha, sub_dotProduct, dotProduct_comm (v *ᵥ _)]
    ring
  have h1 := hP.dotProduct_mulVec_nonneg (macroField v P)
  have h2 := hv.posSemidef.dotProduct_mulVec_nonneg (P *ᵥ macroField v P)
  rw [star_trivial, Matrix.neg_mulVec, dotProduct_neg] at h1
  rw [star_trivial] at h2
  refine ⟨by linarith, fun h0 => ?_, fun h => ?_⟩
  · have hPa : P *ᵥ macroField v P = 0 := by
      by_contra hne
      have h3 := hv.dotProduct_mulVec_pos hne
      rw [star_trivial] at h3
      linarith
    rw [← ha, hPa, Matrix.mulVec_zero, sub_zero, hPa]
  · rw [macroResponse, macroField_of_conserving hv hP h, h, dotProduct_zero, neg_zero]
```

## (e) The screened interaction at finite strength

**Task.** Under the hypotheses of (b) and for $c\ge0$, show that
$$W(c)=W+\frac{c}{1+cs}\,a\mathbf 1^T(I+PW).$$

**Solution.** Let $\kappa=c/(1+cs)$. As $s\ge0$, the denominator is positive and $\kappa(1+cs)=c$. Call the right-hand side $X$. The dielectric matrix at strength $c$ is $(I-vP)-cJP$, and three products are needed:
$$(I-vP)W=v,\qquad (I-vP)a\mathbf 1^T=J,\qquad JPa\mathbf 1^T=-sJ .$$
They give
$$\begin{aligned}
[(I-vP)-cJP]X&=v-cJPW+\kappa(1+cs)J(I+PW)\\
&=v-cJPW+cJ+cJPW\\
&=v+cJ .
\end{aligned}$$
By (a) and (b) the matrix in brackets is invertible, so $X=W(c)$.

The three products are `hW`, `hEa` and `hJa`. The equation for $X$ is `key`, where `linear_combination` uses only `hκ`, the relation $\kappa(1+cs)=c$. The last lines apply the inverse.

```lean
/-- For positive definite `v`, negative semidefinite `P` and `c ≥ 0`, the long-wavelength
term changes the screened interaction `W` by `c / (1 + c s)` times `a 1ᵀ (1 + P W)`. -/
theorem screened_coulomb (hv : v.PosDef) (hP : (-P).PosSemidef) (hc : 0 ≤ c) :
    screened (coulomb v c) P = screened v P + (c / (1 + c * macroResponse v P)) •
      (vecMulVec (macroField v P) (1 : n → ℝ) * (1 + P * screened v P)) := by
  have hE := dielectric_isUnit hv hP
  have hs := (macroResponse_nonneg hv hP).1
  have hκ : c / (1 + c * macroResponse v P) * (1 + c * macroResponse v P) = c :=
    div_mul_cancel₀ _ (by positivity)
  generalize c / (1 + c * macroResponse v P) = κ at hκ ⊢
  have hW : dielectric v P * screened v P = v := by
    rw [screened, ← Matrix.mul_assoc, Matrix.mul_nonsing_inv _ hE, Matrix.one_mul]
  have hEa : dielectric v P * vecMulVec (macroField v P) (1 : n → ℝ) = uniform := by
    rw [Matrix.mul_vecMulVec, macroField, Matrix.mulVec_mulVec, Matrix.mul_nonsing_inv _ hE,
      Matrix.one_mulVec]
    ext i j
    simp [uniform, vecMulVec_apply]
  have hJa : uniform * P * vecMulVec (macroField v P) (1 : n → ℝ)
      = (-macroResponse v P) • uniform := by
    rw [Matrix.mul_assoc, Matrix.mul_vecMulVec]
    ext i j
    simp [uniform, macroResponse, Matrix.mul_apply, dotProduct]
  -- the proposed `W(c)` solves the Dyson equation
  have key : dielectric (coulomb v c) P * (screened v P + κ •
      (vecMulVec (macroField v P) (1 : n → ℝ) * (1 + P * screened v P))) = coulomb v c := by
    have hD : dielectric (coulomb v c) P = dielectric v P - c • (uniform * P) := by
      rw [dielectric, dielectric, coulomb, Matrix.add_mul, Matrix.smul_mul, sub_sub]
    rw [hD, coulomb]
    simp only [Matrix.sub_mul, Matrix.mul_add, Matrix.mul_smul, Matrix.smul_mul,
      ← Matrix.mul_assoc, Matrix.mul_one, hW, hEa, hJa]
    linear_combination (norm := module)
      hκ • ((uniform : Matrix n n ℝ) + uniform * P * screened v P)
  rw [screened, ← key, ← Matrix.mul_assoc, key,
    Matrix.nonsing_inv_mul _ (dielectric_isUnit (coulomb_posDef hv hc) hP), Matrix.one_mul]
```

## (f) The uniform term in a charge-conserving system

**Task.** Under the hypotheses of (b), let $P\mathbf 1=0$ and $c\ge0$. Show that
$$W(c)=W+cJ .$$

**Solution.** By (c) and (d), $a=\mathbf 1$ and $s=0$, so (e) becomes
$$W(c)=W+cJ(I+PW)=W+cJ+cJPW .$$
Symmetry of $P$ gives $\mathbf 1^TP=(P\mathbf 1)^T=0$, hence $JP=\mathbf 1\mathbf 1^TP=0$, and the last term vanishes. With $P$ held fixed, as in this model, the uniform term is not screened at all.

The lemma `hJP` contains the symmetry argument; the final rewrite inserts the special values into (e).

```lean
/-- For positive definite `v`, negative semidefinite `P` with `P 1 = 0`, and `c ≥ 0`, the
long-wavelength term passes into the screened interaction unscreened. -/
theorem screened_of_conserving (hv : v.PosDef) (hP : (-P).PosSemidef)
    (h : P *ᵥ (1 : n → ℝ) = 0) (hc : 0 ≤ c) :
    screened (coulomb v c) P = screened v P + c • uniform := by
  have hJ : vecMulVec (1 : n → ℝ) (1 : n → ℝ) = uniform := by
    ext i j
    simp [uniform, vecMulVec_apply]
  have hJP : uniform * P = 0 := by
    ext i j
    have hj := congrFun h j
    simp only [Matrix.mulVec, dotProduct, Pi.one_apply, mul_one, Pi.zero_apply] at hj
    have hs : ∀ k, P k j = P j k := fun k => by simpa using hP.isHermitian.apply j k
    rw [Matrix.mul_apply, Matrix.zero_apply, ← hj]
    exact Finset.sum_congr rfl fun k _ => by simp [uniform, hs k]
  rw [screened_coulomb hv hP hc, macroField_of_conserving hv hP h,
    (macroResponse_nonneg hv hP).2.mpr h, hJ, Matrix.mul_add, ← Matrix.mul_assoc, hJP,
    Matrix.zero_mul, Matrix.mul_one, mul_zero, add_zero, add_zero, div_one]
```

## (g) The limit of a large uniform term

**Task.** Let there be at least one site, $v$ positive definite and $P$ negative semidefinite. Show that $I-(v+cJ)P$ is invertible for every $c\ge0$, and that
$$W(c)\text{ stays bounded as }c\to\infty\iff P\mathbf 1\neq0 .$$

**Solution.** Invertibility is (b) applied to $v+cJ$, which is positive definite by (a).

If $P\mathbf 1=0$, then (f) gives $W(c)_{ii}=W_{ii}+c$ for any site $i$, and this exceeds every bound.

If $P\mathbf 1\neq0$, then $s>0$ by (d), so $0\le c/(1+cs)\le 1/s$. With $M=a\mathbf 1^T(I+PW)$, part (e) gives for all $c\ge0$
$$|W(c)_{ij}|\le |W_{ij}|+\frac{1}{s}|M_{ij}| .$$

A single site shows how little violation is needed. For $P=-\eta$ with $\eta>0$,
$$W(c)=\frac{v+c}{1+\eta(v+c)}<\frac1\eta ,$$
while $\eta=0$ gives $W(c)=v+c$.

The sign of $P$ matters. Take two sites, $v=I$ and $P=\mathrm{diag}(-1,\tfrac13)$. Then $\det(I-(v+cJ)P)=\tfrac43$ for every $c$ and $P\mathbf 1\neq0$, yet $W(c)_{11}=(2+c)/4$ is unbounded. At $c=0$ a uniform external potential produces the total potential $a=(\tfrac12,\tfrac32)$ and the induced charges $Pa=(-\tfrac12,\tfrac12)$, which cancel, so $s=0$. Symmetry of $P$ and an invertible dielectric matrix are therefore not enough for the equivalence.

In the theorem, `[Nonempty n]` supplies the site $i$. The first bullet picks a $c$ at which the diagonal entry exceeds its supposed bound `B`. The second supplies the bound displayed above, with `hk` as the estimate of the prefactor.

```lean
/-- For positive definite `v` and negative semidefinite `P` the dielectric matrix is
invertible at every `c ≥ 0`, and the screened interaction stays bounded as `c` tends to
infinity if and only if `P 1 ≠ 0`, that is, if charge conservation is violated. -/
theorem staysBounded_iff [Nonempty n] (hv : v.PosDef) (hP : (-P).PosSemidef) :
    (∀ c : ℝ, 0 ≤ c → IsUnit (dielectric (coulomb v c) P).det) ∧
      (StaysBounded v P ↔ P *ᵥ (1 : n → ℝ) ≠ 0) := by
  refine ⟨fun c hc => dielectric_isUnit (coulomb_posDef hv hc) hP, fun hb h => ?_,
    fun h i j => ?_⟩
  · -- with charge conservation a diagonal entry grows like `c`
    obtain ⟨i⟩ := ‹Nonempty n›
    obtain ⟨B, hB⟩ := hb i i
    obtain ⟨c, h1, hc1, hc0⟩ := (hB.and ((eventually_gt_atTop (B - screened v P i i)).and
      (eventually_ge_atTop 0))).exists
    rw [screened_of_conserving hv hP h hc0] at h1
    simp only [Matrix.add_apply, Matrix.smul_apply, uniform, Matrix.of_apply, smul_eq_mul,
      mul_one] at h1
    linarith [le_abs_self (screened v P i i + c)]
  · -- without it the prefactor `c / (1 + c s)` never exceeds `1 / s`
    have hs : 0 < macroResponse v P := lt_of_le_of_ne (macroResponse_nonneg hv hP).1
      fun h0 => h ((macroResponse_nonneg hv hP).2.mp h0.symm)
    refine ⟨|screened v P i j| + (macroResponse v P)⁻¹ *
      |(vecMulVec (macroField v P) (1 : n → ℝ) * (1 + P * screened v P)) i j|, ?_⟩
    filter_upwards [eventually_ge_atTop 0] with c hc
    have hk : c / (1 + c * macroResponse v P) ≤ (macroResponse v P)⁻¹ := by
      rw [div_le_iff₀ (by positivity), mul_add, mul_one, mul_left_comm,
        inv_mul_cancel₀ hs.ne', mul_one]
      linarith [inv_pos.mpr hs]
    have hk0 : 0 ≤ c / (1 + c * macroResponse v P) := by positivity
    rw [screened_coulomb hv hP hc, Matrix.add_apply, Matrix.smul_apply, smul_eq_mul]
    refine (abs_add_le _ _).trans ?_
    rw [abs_mul, abs_of_nonneg hk0]
    gcongr

end

end GWLongWavelength
```

```lean
#print axioms GWLongWavelength.staysBounded_iff
```

```
'GWLongWavelength.staysBounded_iff' depends on axioms: [propext, Classical.choice, Quot.sound]
```
